# Three full contractions fix every rotation-invariant rank-4 tensor on ℝ³

Take a molecule whose polarizability, in some unit, is diag(1, 1, 4). Let the incident light be polarized along z, and detect the scattered light polarized along z. A program that uses a_zz² as the relative intensity gets 16 if the input geometry puts the symmetry axis along z, and 1 if it puts it along x. A gas of randomly oriented molecules has one value, 4.8, which depends on neither choice. The orientational average that gives it needs only traces of the polarizability.

## Mean and anisotropy in place of an orientational average

Number the axes x, y, z as 0, 1, 2, as Lean does. Let a be a real 3×3 scattering tensor and T_ijkl the average of a_ij a_kl over all orientations. For symmetric a, define

m = tr a / 3

g² = (3 tr a² − (tr a)²) / 2.

Then

T_0202 = g²/15

T_2222 = m² + 4g²/45.

These are the mean squares of a_xz and a_zz, and they set the depolarized and polarized intensities. The squared anisotropy g² is often written γ²; in the Lean file, γ is a coefficient and so is α.

## Depolarization ratios from a polarizability derivative

In a Raman calculation for independent, randomly oriented molecules with a real symmetric tensor, a is the derivative of the polarizability along a normal coordinate. The code computes it once in the molecular frame, forms m and g², and obtains the depolarization ratio for incident light polarized perpendicular to the scattering plane, if a ≠ 0, as

T_0202 / T_2222 = 3g² / (45m² + 4g²).

For diag(1, 1, 4), m = 2 and g² = 9, so the components are 0.6 and 4.8 and the ratio is 1/8. No grid of orientations is needed.

## From rotations to the two components

A rotation R has R Rᵀ = 1 and det R = 1. It acts on all four indices, and T is isotropic if

Σ_abcd R_ia R_jb R_kc R_ld T_abcd = T_ijkl

for every such R.

**Unpaired indices.** A half turn about an axis multiplies a component by −1 if that axis occurs an odd number of times among its indices. Such a component is therefore zero. What remains are the components whose indices form two equal pairs.

**Paired indices.** Cyclic exchange of the axes and a quarter turn about axis 2 connect all ordered pairs i ≠ j. Hence, for i ≠ j,

T_iijj = A, T_ijij = B, T_ijji = C,

with A = T_0011, B = T_0101 and C = T_0110. Cyclic exchange also makes all T_iiii equal to one number D.

**The diagonal component.** Rotate about axis 2 with cosine c = 3/5 and sine s = 4/5. The component with all indices 0 gives

D = (c⁴ + s⁴) D + 2c²s² (A + B + C).

Since 1 − c⁴ − s⁴ = 2c²s² ≠ 0, D = A + B + C. All components now agree with

T_ijkl = α δ_ij δ_kl + β δ_ik δ_jl + γ δ_il δ_jk,

where α = A, β = B, γ = C. Conversely, Σ_a R_ia R_ja = δ_ij shows that each delta-delta product is invariant.

**The coefficients.** Define c₁ = Σ T_iikk, c₂ = Σ T_ijij and c₃ = Σ T_ijji. A delta-delta product contributes 9 to the contraction with its own pairing and 3 to the others:

c₁ = 9α + 3β + 3γ

c₂ = 3α + 9β + 3γ

c₃ = 3α + 3β + 9γ.

Adding them gives α + β + γ = (c₁ + c₂ + c₃)/15. Subtracting three times this sum from each equation and dividing by 6 gives

α = (4c₁ − c₂ − c₃)/30

β = (−c₁ + 4c₂ − c₃)/30

γ = (−c₁ − c₂ + 4c₃)/30.

**The scattering components.** For a_ij a_kl the contractions are c₁ = (tr a)², c₂ = tr(a aᵀ) and c₃ = tr a². Only the β term contributes to T_0202, and all three contribute to T_2222:

T_0202 = (4 tr(a aᵀ) − (tr a)² − tr a²)/30

T_2222 = ((tr a)² + tr(a aᵀ) + tr a²)/15.

If a is symmetric, tr(a aᵀ) = tr a². The first line becomes (3 tr a² − (tr a)²)/30 = g²/15. In the second, tr a = 3m and tr a² = 3m² + 2g²/3 give m² + 4g²/45.

If a is antisymmetric, tr a = 0 and tr a² = −tr(a aᵀ), so T_0202 = tr(a aᵀ)/6 and T_2222 = 0.

**Without symmetry.** Let a_01 = 1, a_10 = −1 and all other entries be zero. Then g² = −3, and g²/15 would be a negative mean square, −1/5. The correct value is 1/3. The formula in m and g² therefore does not extend to all real a.

## The Lean file

```lean
import Mathlib

open Matrix

namespace IsotropicScattering

noncomputable section

/-- Real rank-4 tensors on three-dimensional space, given by their components. -/
abbrev Tensor4 := Fin 3 → Fin 3 → Fin 3 → Fin 3 → ℝ

/-- The Kronecker delta. -/
def kd (i j : Fin 3) : ℝ := if i = j then 1 else 0

/-- The tensor `T` after the matrix `R` has acted on each of its four indices. -/
def rotate (R : Matrix (Fin 3) (Fin 3) ℝ) (T : Tensor4) : Tensor4 := fun i j k l =>
  ∑ a, ∑ b, ∑ c, ∑ d, R i a * R j b * R k c * R l d * T a b c d

/-- A tensor is isotropic if every proper rotation leaves it unchanged. -/
def IsIsotropic (T : Tensor4) : Prop :=
  ∀ R : Matrix (Fin 3) (Fin 3) ℝ, R * Rᵀ = 1 → R.det = 1 → rotate R T = T

/-- The combination of the three delta-delta products with coefficients `α`, `β`, `γ`. -/
def isoTensor (α β γ : ℝ) : Tensor4 := fun i j k l =>
  α * (kd i j * kd k l) + β * (kd i k * kd j l) + γ * (kd i l * kd j k)

/-- The full contraction `T_iikk`. -/
def c₁ (T : Tensor4) : ℝ := ∑ i, ∑ k, T i i k k

/-- The full contraction `T_ijij`. -/
def c₂ (T : Tensor4) : ℝ := ∑ i, ∑ j, T i j i j

/-- The full contraction `T_ijji`. -/
def c₃ (T : Tensor4) : ℝ := ∑ i, ∑ j, T i j j i

/-- Two tensors agree in all three full contractions. -/
def SameContractions (T S : Tensor4) : Prop := c₁ T = c₁ S ∧ c₂ T = c₂ S ∧ c₃ T = c₃ S

/-- The delta-delta combination whose coefficients are obtained by applying the matrix with diagonal
entries 4/30 and all other entries -1/30 to the three full contractions of `T`. -/
def isotropicPart (T : Tensor4) : Tensor4 :=
  isoTensor ((4 * c₁ T - c₂ T - c₃ T) / 30) ((-c₁ T + 4 * c₂ T - c₃ T) / 30)
    ((-c₁ T - c₂ T + 4 * c₃ T) / 30)

/-- The matrix whose row `i` has the single entry `s i`, in column `σ i`. -/
def axisMap (σ : Fin 3 → Fin 3) (s : Fin 3 → ℤ) : Matrix (Fin 3) (Fin 3) ℝ :=
  Matrix.of fun i a => if a = σ i then (s i : ℝ) else 0

/-- The signs of the half turn about the first axis. -/
def half : Fin 3 → ℤ := ![1, -1, -1]

/-- The cyclic exchange of the three axes. -/
def cyc : Fin 3 → Fin 3 := ![1, 2, 0]

/-- A rotation that permutes the coordinate axes up to factors `s` relates single
components of an isotropic tensor. -/
theorem axis_relation {T : Tensor4} (hT : IsIsotropic T) (σ : Fin 3 → Fin 3)
    (s : Fin 3 → ℤ) (ho : axisMap σ s * (axisMap σ s)ᵀ = 1) (hd : (axisMap σ s).det = 1)
    (i j k l : Fin 3) :
    ((s i * s j * s k * s l : ℤ) : ℝ) * T (σ i) (σ j) (σ k) (σ l) = T i j k l := by
  have h := congrFun (congrFun (congrFun (congrFun (hT _ ho hd) i) j) k) l
  refine Eq.trans (Eq.symm ?_) h
  simp only [rotate, axisMap, Matrix.of_apply]
  -- each of the four sums has one surviving term
  rw [Finset.sum_eq_single (σ i), Finset.sum_eq_single (σ j),
    Finset.sum_eq_single (σ k), Finset.sum_eq_single (σ l)] <;> simp +contextual

/-- The components of an isotropic tensor are unchanged by cyclic exchange of the axes,
and they vanish unless the four indices fall into two equal pairs. -/
theorem component_symmetry {T : Tensor4} (hT : IsIsotropic T) :
    (∀ i j k l, T (cyc i) (cyc j) (cyc k) (cyc l) = T i j k l) ∧
    (∀ i j k l, ¬(i = j ∧ k = l) → ¬(i = k ∧ j = l) → ¬(i = l ∧ j = k) →
      T i j k l = 0) := by
  -- half turn and cyclic exchange
  have hx := axis_relation hT id half
    (by ext i j; fin_cases i <;> fin_cases j <;>
          simp [axisMap, half, Matrix.mul_apply])
    (by simp [axisMap, half, Matrix.det_fin_three])
  have hc := axis_relation hT cyc (fun _ => 1)
    (by ext i j; fin_cases i <;> fin_cases j <;>
          simp [axisMap, cyc, Matrix.mul_apply, Fin.sum_univ_three])
    (by simp [axisMap, cyc, Matrix.det_fin_three])
  simp only [mul_one, Int.cast_one, one_mul] at hc
  -- components with unpaired indices change sign under some half turn
  have V₀ : ∀ i j k l, half i * half j * half k * half l = -1 → T i j k l = 0 := by
    intro i j k l h
    have h' := hx i j k l
    rw [h] at h'
    simp only [id_eq, Int.cast_neg, Int.cast_one] at h'
    linarith
  have odd : ∀ i j k l : Fin 3, ¬(i = j ∧ k = l) → ¬(i = k ∧ j = l) → ¬(i = l ∧ j = k) →
      half i * half j * half k * half l = -1 ∨
      half (cyc i) * half (cyc j) * half (cyc k) * half (cyc l) = -1 := by
    decide +kernel
  refine ⟨hc, fun i j k l a b c => ?_⟩
  rcases odd i j k l a b c with h | h
  · exact V₀ i j k l h
  · exact (hc i j k l).symm.trans (V₀ _ _ _ _ h)

set_option maxHeartbeats 400000 in
/-- Every isotropic rank-4 tensor is a combination of the three delta-delta products. -/
theorem exists_isoTensor {T : Tensor4} (hT : IsIsotropic T) :
    ∃ α β γ, T = isoTensor α β γ := by
  obtain ⟨hc, V⟩ := component_symmetry hT
  -- quarter turn about the third axis
  have hq := axis_relation hT ![1, 0, 2] ![1, -1, 1]
    (by ext i j; fin_cases i <;> fin_cases j <;>
          simp [axisMap, Matrix.mul_apply])
    (by simp [axisMap, Matrix.det_fin_three])
  -- paired components depend only on the pattern of the pairing
  have pair : ∀ F : Fin 3 → Fin 3 → ℝ, (∀ i j, F (cyc i) (cyc j) = F i j) →
      F 1 0 = F 0 1 → ∀ i j, i ≠ j → F i j = F 0 1 := by
    intro F hF h10 i j hij
    have e1 : F 1 2 = F 0 1 := hF 0 1
    have e2 : F 2 0 = F 1 2 := hF 1 2
    have e3 : F 2 1 = F 1 0 := hF 1 0
    have e4 : F 0 2 = F 2 1 := hF 2 1
    fin_cases i <;> fin_cases j <;> simp at hij ⊢ <;> linarith
  have q1 : T 1 1 0 0 = T 0 0 1 1 := by simpa using hq 0 0 1 1
  have q2 : T 1 0 1 0 = T 0 1 0 1 := by simpa using hq 0 1 0 1
  have q3 : T 1 0 0 1 = T 0 1 1 0 := by simpa using hq 0 1 1 0
  have P1 := pair (fun i j => T i i j j) (fun i j => hc i i j j) q1
  have P2 := pair (fun i j => T i j i j) (fun i j => hc i j i j) q2
  have P3 := pair (fun i j => T i j j i) (fun i j => hc i j j i) q3
  have d1 : T 1 1 1 1 = T 0 0 0 0 := hc 0 0 0 0
  have d2 : T 2 2 2 2 = T 1 1 1 1 := hc 1 1 1 1
  -- an oblique rotation fixes the diagonal component
  have r := congrFun (congrFun (congrFun (congrFun
    (hT !![3/5, 4/5, 0; -4/5, 3/5, 0; 0, 0, 1]
      (by ext i j; fin_cases i <;> fin_cases j <;>
            simp [Matrix.mul_apply, Fin.sum_univ_three] <;> norm_num)
      (by simp [Matrix.det_fin_three]; norm_num)) 0) 0) 0) 0
  simp [rotate, Fin.sum_univ_three, V] at r
  have d0 : T 0 0 0 0 = T 0 0 1 1 + T 0 1 0 1 + T 0 1 1 0 := by linarith
  have D : ∀ i, T i i i i = T 0 0 1 1 + T 0 1 0 1 + T 0 1 1 0 := by
    intro i
    fin_cases i
    exacts [d0, d1.trans d0, (d2.trans d1).trans d0]
  have K : ∀ i j k l, ¬(i = j ∧ k = l) → kd i j * kd k l = 0 := by
    intro i j k l h
    by_cases hij : i = j
    · have hkl : k ≠ l := fun e => h ⟨hij, e⟩
      simp [kd, hkl]
    · simp [kd, hij]
  refine ⟨T 0 0 1 1, T 0 1 0 1, T 0 1 1 0, ?_⟩
  funext i j k l
  by_cases a : i = j ∧ k = l
  · obtain ⟨_, _⟩ := a
    subst j l
    by_cases h : i = k
    · subst k
      simpa [isoTensor, kd] using D i
    · simpa [isoTensor, kd, h] using P1 i k h
  by_cases b : i = k ∧ j = l
  · obtain ⟨_, _⟩ := b
    subst k l
    have h : i ≠ j := fun h => a ⟨h, h⟩
    simpa [isoTensor, kd, h, h.symm] using P2 i j h
  by_cases c : i = l ∧ j = k
  · obtain ⟨_, _⟩ := c
    subst k l
    have h : i ≠ j := fun h => a ⟨h, h.symm⟩
    simpa [isoTensor, kd, h, h.symm] using P3 i j h
  simp [isoTensor, K _ _ _ _ a, K _ _ _ _ b, K _ _ _ _ c, V i j k l a b c]

/-- Every combination of the three delta-delta products is isotropic. -/
theorem isoTensor_isIsotropic (α β γ : ℝ) : IsIsotropic (isoTensor α β γ) := by
  intro R hR _
  have h : ∀ i j, kd i j = R i 0 * R j 0 + R i 1 * R j 1 + R i 2 * R j 2 := by
    intro i j
    have e := congrFun (congrFun hR i) j
    simp only [Matrix.mul_apply, Matrix.transpose_apply, Fin.sum_univ_three,
      Matrix.one_apply] at e
    rw [kd, e]
  funext i j k l
  -- the deltas on the right are rows of `R` multiplied together
  have e : isoTensor α β γ i j k l = α * (kd i j * kd k l) + β * (kd i k * kd j l)
    + γ * (kd i l * kd j k) := rfl
  rw [e, h i j, h k l, h i k, h j l, h i l, h j k]
  simp [rotate, isoTensor, kd, Fin.sum_univ_three]
  ring

/-- The three full contractions of a combination of delta-delta products. -/
theorem contractions_isoTensor (α β γ : ℝ) :
    c₁ (isoTensor α β γ) = 9 * α + 3 * β + 3 * γ ∧
    c₂ (isoTensor α β γ) = 3 * α + 9 * β + 3 * γ ∧
    c₃ (isoTensor α β γ) = 3 * α + 3 * β + 9 * γ := by
  refine ⟨?_, ?_, ?_⟩ <;> simp [c₁, c₂, c₃, isoTensor, kd, Fin.sum_univ_three] <;> ring

/-- A rank-4 tensor is isotropic exactly when it is the delta-delta combination
fixed by its own three full contractions. -/
theorem isIsotropic_iff (T : Tensor4) : IsIsotropic T ↔ T = isotropicPart T := by
  constructor
  · intro hT
    obtain ⟨α, β, γ, rfl⟩ := exists_isoTensor hT
    obtain ⟨h1, h2, h3⟩ := contractions_isoTensor α β γ
    rw [isotropicPart, h1, h2, h3]
    congr 1 <;> ring
  · intro h
    rw [h]
    exact isoTensor_isIsotropic _ _ _

/-- For any tensor `S`, its isotropic part is isotropic and has the same three full
contractions as `S`. -/
theorem isotropicPart_witness (S : Tensor4) :
    IsIsotropic (isotropicPart S) ∧ SameContractions (isotropicPart S) S := by
  obtain ⟨h1, h2, h3⟩ := contractions_isoTensor ((4 * c₁ S - c₂ S - c₃ S) / 30)
    ((-c₁ S + 4 * c₂ S - c₃ S) / 30) ((-c₁ S - c₂ S + 4 * c₃ S) / 30)
  refine ⟨isoTensor_isIsotropic _ _ _, h1.trans ?_, h2.trans ?_, h3.trans ?_⟩ <;> ring

/-- The product `a_ij a_kl` of two components of a real 3×3 matrix `a`. -/
def product (a : Matrix (Fin 3) (Fin 3) ℝ) : Tensor4 := fun i j k l => a i j * a k l

/-- If an isotropic tensor has the contractions of `a_ij a_kl`, its components `T_0202` and `T_2222`
are given by three traces formed from `a`. -/
theorem scattering_components {T : Tensor4} (hT : IsIsotropic T)
    (a : Matrix (Fin 3) (Fin 3) ℝ) (h : SameContractions T (product a)) :
    T 0 2 0 2 = (4 * (a * aᵀ).trace - a.trace ^ 2 - (a * a).trace) / 30 ∧
    T 2 2 2 2 = (a.trace ^ 2 + (a * aᵀ).trace + (a * a).trace) / 15 := by
  obtain ⟨h1, h2, h3⟩ := h
  have t1 : c₁ (product a) = a.trace ^ 2 := by
    simp only [c₁, product, Matrix.trace, Matrix.diag_apply, Fin.sum_univ_three]
    ring
  have t2 : c₂ (product a) = (a * aᵀ).trace := rfl
  have t3 : c₃ (product a) = (a * a).trace := rfl
  have e := (isIsotropic_iff T).1 hT
  have e1 := congrFun (congrFun (congrFun (congrFun e 0) 2) 0) 2
  have e2 := congrFun (congrFun (congrFun (congrFun e 2) 2) 2) 2
  simp only [isotropicPart, h1, h2, h3, t1, t2, t3] at e1 e2
  simp [isoTensor, kd] at e1 e2
  constructor <;> linarith

/-- For a symmetric polarizability with mean `m = tr a / 3` and squared anisotropy
`g² = (3 tr a² - (tr a)²) / 2`, an isotropic tensor with the contractions of `a_ij a_kl` has
`T_0202 = g²/15` and `T_2222 = m² + 4g²/45`. -/
theorem symmetric_scattering {T : Tensor4} (hT : IsIsotropic T)
    (a : Matrix (Fin 3) (Fin 3) ℝ) (ha : aᵀ = a) (h : SameContractions T (product a)) :
    T 0 2 0 2 = ((3 * (a * a).trace - a.trace ^ 2) / 2) / 15 ∧
    T 2 2 2 2 = (a.trace / 3) ^ 2 + 4 * ((3 * (a * a).trace - a.trace ^ 2) / 2) / 45 := by
  obtain ⟨e1, e2⟩ := scattering_components hT a h
  rw [ha] at e1 e2
  constructor
  · rw [e1]; ring
  · rw [e2]; ring

/-- For an antisymmetric scattering tensor `a`, an isotropic tensor with the contractions of
`a_ij a_kl` has `T_0202 = tr(a aᵀ)/6` and `T_2222 = 0`. -/
theorem antisymmetric_scattering {T : Tensor4} (hT : IsIsotropic T)
    (a : Matrix (Fin 3) (Fin 3) ℝ) (ha : aᵀ = -a) (h : SameContractions T (product a)) :
    T 0 2 0 2 = (a * aᵀ).trace / 6 ∧ T 2 2 2 2 = 0 := by
  obtain ⟨e1, e2⟩ := scattering_components hT a h
  have t := Matrix.trace_transpose a
  rw [ha, Matrix.trace_neg] at t
  have t0 : a.trace = 0 := by linarith
  have t2 : (a * aᵀ).trace = -(a * a).trace := by
    rw [ha, Matrix.mul_neg, Matrix.trace_neg]
  rw [t0] at e1 e2
  constructor <;> linarith

end

end IsotropicScattering
```

```lean
#print axioms IsotropicScattering.contractions_isoTensor
-- 'IsotropicScattering.contractions_isoTensor' depends on axioms: [propext, Classical.choice, Quot.sound]
#print axioms IsotropicScattering.symmetric_scattering
-- 'IsotropicScattering.symmetric_scattering' depends on axioms: [propext, Classical.choice, Quot.sound]
#print axioms IsotropicScattering.antisymmetric_scattering
-- 'IsotropicScattering.antisymmetric_scattering' depends on axioms: [propext, Classical.choice, Quot.sound]
```

## Isotropic tensors in Lean and the average over a gas

A `Tensor4` is a real function of four indices in `Fin 3`. `IsIsotropic` requires invariance under proper rotations only. `isotropicPart T` is the delta-delta combination with the coefficients above, and `isIsotropic_iff` states that T is isotropic exactly when it equals this combination.

The scattering theorems take an isotropic T and the hypothesis `SameContractions T (product a)`, where `product a` is a_ij a_kl. `scattering_components` holds for every real a. `symmetric_scattering` adds `aᵀ = a` and writes m and g² out as traces; `antisymmetric_scattering` adds `aᵀ = -a`. By `isotropicPart_witness`, a suitable T exists for every a.

The step from this T to a gas is the identification of T with the orientational average, since the file contains no integral over rotations. The physical argument is short: a uniform distribution of orientations is unchanged by a further rotation, so the average is isotropic. The three contractions are traces with the same value in every orientation, so averaging preserves them. Complex scattering tensors, as in damped response near resonance, need the average of a_ij a_kl* instead, and interference between molecules needs a separate treatment.

The proof follows the derivation closely:

- `axis_relation` treats rotations that permute the axes up to sign. `Finset.sum_eq_single` leaves one term in each of the four sums.
- `component_symmetry` removes the unpaired components. `decide +kernel` checks, for every choice of indices that do not form two equal pairs, that the half turn about axis 0 gives the sign −1, either directly or after cyclic exchange.
- `exists_isoTensor` identifies the paired components through `pair`. It then applies the 3/5, 4/5 rotation, and `linarith` extracts D = A + B + C. The case distinctions at the end compare every component with the delta-delta form.
- `isoTensor_isIsotropic` writes each delta as a product of rows of R, expands both sides and compares them with `ring`.
- `contractions_isoTensor` computes the linear system. `isIsotropic_iff` substitutes it into the coefficient formulas to recover α, β and γ.
- `scattering_components` evaluates the contractions as traces and reads off the two components. The last two theorems insert the symmetry or antisymmetry of a.
